# The D condition does not imply Pauli's bound for three fermions

Take two spin orbitals $e_1,e_2$, the antisymmetric pair $c=(e_1\otimes e_2-e_2\otimes e_1)/\sqrt2$ and the matrix $D=6\,cc^*$. On the product states $e_1\otimes e_2$ and $e_2\otimes e_1$ it has the block

$$\begin{pmatrix}3&-3\\-3&3\end{pmatrix},$$

and all its other entries vanish. It is positive semidefinite, it changes sign when the two particles are exchanged in its row label or in its column label, and its trace is $6=N(N-1)$ for $N=3$. These properties together are called the D condition here. Summing over the second particle and dividing by $N-1=2$ gives the one-particle matrix $g$, whose diagonal entries are the orbital occupations. Here $g(1,1)=3/2$. The normalisation has put three particles into two orbitals, and positivity of $D$ doesn't object.

## An overfilled pair in any finite basis

Let $p\neq q$ be spin orbitals of a finite orthonormal basis and let $N\ge2$. Write

$$w(i,j)=\delta_{ip}\delta_{jq}-\delta_{iq}\delta_{jp},\qquad c=w/\sqrt2,\qquad D=N(N-1)\,cc^*.$$

For any vector $v$, $v^*Dv=N(N-1)|c^*v|^2\ge0$. Since $c(j,i)=-c(i,j)$, $D$ changes sign when the two indices within either pair are swapped.

In the sum over the second particle only $j=q$ and $j=p$ contribute:

$$\sum_j w(i,j)w(k,j)=\delta_{ip}w(k,q)-\delta_{iq}w(k,p)=\delta_{ip}\delta_{kp}+\delta_{iq}\delta_{kq}.$$

Setting $k=i$ and summing over $i$ gives 2, so $\operatorname{tr}D=\tfrac12N(N-1)\cdot2=N(N-1)$. Dividing the contraction by $N-1$ gives

$$g(i,k)=\tfrac N2\left(\delta_{ip}\delta_{kp}+\delta_{iq}\delta_{kq}\right).$$

Thus $g(p,p)=N/2$, which is at most 1 exactly when $N=2$.

## Why three fermions obey the bound

Let $\varphi(a,b,c)$ now be an antisymmetric amplitude, with $c$ an orbital index. It vanishes whenever two indices agree, so a fixed orbital $i$ fills at most one slot wherever $\varphi\ne0$:

$$(\delta_{ai}+\delta_{bi}+\delta_{ci})\,|\varphi(a,b,c)|^2\le|\varphi(a,b,c)|^2.$$

Sum over $a,b,c$. By antisymmetry the three terms on the left are equal, hence

$$3\sum_{j,k}|\varphi(i,j,k)|^2\le\sum_{a,b,c}|\varphi(a,b,c)|^2.$$

For an ensemble $\psi_s$ with total squared norm one, the two-particle matrix is $D_{(i,j),(k,l)}=6\sum_{s,m}\psi_s(i,j,m)\overline{\psi_s(k,l,m)}$. Its contraction has $g(i,i)=3\sum_{s,j,m}|\psi_s(i,j,m)|^2\le1$. An occupation of $3/2$ is therefore impossible, and the matrix $6\,cc^*$, with $c$ again the pair function, comes from no three-fermion ensemble.

A variational two-matrix calculation for three fermions in a finite basis that imposes only the D condition therefore admits unphysical matrices, and its minimum can lie below the true ground-state energy.

## Orbitals, pairs and density matrices in Lean

The finite type `ι` labels the spin orbitals, called orbitals for short.

```lean
import Mathlib

open Matrix
open scoped ComplexOrder

namespace DConditionInsufficient

noncomputable section

variable {ι : Type*} [Fintype ι] [DecidableEq ι]
```

The function `orb p` is the basis vector $e_p$, `wedge` is $w$, and `geminal` is the normalised pair $c$.

```lean
/-- The basis orbital `p`, as a function of the orbital index. -/
def orb {ι : Type*} [DecidableEq ι] (p i : ι) : ℂ := if i = p then 1 else 0

/-- The unnormalised antisymmetric pair `e_p ⊗ e_q - e_q ⊗ e_p`. -/
def wedge {ι : Type*} [DecidableEq ι] (p q : ι) (x : ι × ι) : ℂ :=
  orb p x.1 * orb q x.2 - orb q x.1 * orb p x.2

/-- The pair function `c = (e_p ⊗ e_q - e_q ⊗ e_p) / √2`. -/
def geminal {ι : Type*} [DecidableEq ι] (p q : ι) (x : ι × ι) : ℂ :=
  wedge p q x / ((√2 : ℝ) : ℂ)
```

In `pairMatrix`, `vecMulVec` forms the outer product $cc^*$. The definition of `contract` fixes the convention that, for $N\ge2$, a two-particle matrix of trace $N(N-1)$ has a one-particle matrix of trace $N$.

```lean
/-- The two-particle matrix `D = N (N - 1) c c*`. -/
def pairMatrix {ι : Type*} [DecidableEq ι] (N : ℕ) (p q : ι) :
    Matrix (ι × ι) (ι × ι) ℂ :=
  ((N : ℂ) * ((N : ℂ) - 1)) • vecMulVec (geminal p q) (star (geminal p q))

/-- The one-particle matrix obtained from `D` by summing over the second particle
and dividing by `N - 1`. -/
def contract (N : ℕ) (D : Matrix (ι × ι) (ι × ι) ℂ) : Matrix ι ι ℂ :=
  fun i k => (∑ j, D (i, j) (k, j)) / ((N : ℂ) - 1)
```

The D condition collects positivity, antisymmetry in each index pair and the trace.

```lean
/-- The D condition: `D` is positive semidefinite, antisymmetric in each pair of indices,
and has trace `N (N - 1)`. -/
structure DCondition (N : ℕ) (D : Matrix (ι × ι) (ι × ι) ℂ) : Prop where
  posSemidef : D.PosSemidef
  antisymm_left : ∀ i j y, D (j, i) y = -D (i, j) y
  antisymm_right : ∀ x k l, D x (l, k) = -D x (k, l)
  trace_eq : D.trace = (N : ℂ) * ((N : ℂ) - 1)
```

Representability is defined for three particles. The two adjacent swaps generate all permutations of the slots. Each `ψ s` carries its ensemble weight in its squared norm, so only the total is set to one.

```lean
/-- `D` is the two-particle density matrix of an ensemble of three-fermion states `ψ s`,
whose squared norms are the ensemble weights. -/
def IsThreeFermionRDM (D : Matrix (ι × ι) (ι × ι) ℂ) : Prop :=
  ∃ (r : ℕ) (ψ : Fin r → ι → ι → ι → ℂ),
    (∀ s i j k, ψ s j i k = -ψ s i j k) ∧ (∀ s i j k, ψ s i k j = -ψ s i j k) ∧
    (∑ s, ∑ i, ∑ j, ∑ k, ‖ψ s i j k‖ ^ 2 = 1) ∧
    ∀ i j k l, D (i, j) (k, l) = 6 * ∑ s, ∑ m, ψ s i j m * star (ψ s k l m)
```

## The pair matrix and its occupations

The first lemma removes the square roots: $D$ has entries $\tfrac12N(N-1)\,w(x)w(y)$.

```lean
/-- The entries of `N (N - 1) c c*` in terms of the unnormalised pair. -/
theorem pairMatrix_apply {ι : Type*} [DecidableEq ι] (N : ℕ) (p q : ι) (x y : ι × ι) :
    pairMatrix N p q x y =
      (N : ℂ) * ((N : ℂ) - 1) / 2 * (wedge p q x * wedge p q y) := by
  have ho : ∀ a b : ι, star (orb a b) = orb a b := by
    intro a b
    unfold orb
    split_ifs <;> simp
  have hw : star (wedge p q y) = wedge p q y := by
    simp only [wedge, star_sub, star_mul', ho]
  have hs : ((√2 : ℝ) : ℂ) * ((√2 : ℝ) : ℂ) = 2 := by
    rw [← Complex.ofReal_mul, Real.mul_self_sqrt (by norm_num)]
    norm_num
  have hr : star ((√2 : ℝ) : ℂ) = ((√2 : ℝ) : ℂ) := Complex.conj_ofReal _
  simp only [pairMatrix, Matrix.smul_apply, vecMulVec_apply, Pi.star_apply, smul_eq_mul,
    geminal, star_div₀, hw, hr]
  rw [div_mul_div_comm, hs]
  ring
```

The next is the sum over $j$ done above. The tactic `split_ifs` checks the rewriting of each term, and `Finset.sum_ite_eq'` picks out $j=q$ and $j=p$.

```lean
/-- For `p ≠ q`, summing the product `w(i,j) w(k,j)` over `j` gives the `(i,k)` entry of the
projector on the two orbitals `p` and `q`, where `w` is `wedge p q`. -/
theorem wedge_contract {p q : ι} (hpq : p ≠ q) (i k : ι) :
    ∑ j, wedge p q (i, j) * wedge p q (k, j) = orb p i * orb p k + orb q i * orb q k := by
  have e : ∀ j, wedge p q (i, j) * wedge p q (k, j) =
      (if j = q then orb p i * wedge p q (k, j) else 0)
        - (if j = p then orb q i * wedge p q (k, j) else 0) := by
    intro j
    have h : wedge p q (i, j) = orb p i * (if j = q then 1 else 0)
        - orb q i * (if j = p then 1 else 0) := rfl
    rw [h]
    split_ifs <;> ring
  have a : wedge p q (k, q) = orb p k := by simp [wedge, orb, hpq.symm]
  have b : wedge p q (k, p) = -orb q k := by simp [wedge, orb, hpq]
  simp only [e, Finset.sum_sub_distrib, Finset.sum_ite_eq', Finset.mem_univ, if_true, a, b]
  ring
```

For the D condition, Mathlib supplies positivity of an outer product, which is then scaled by a nonnegative number. Antisymmetry is algebra in `wedge`, and the trace uses the contracted sum.

```lean
/-- The matrix `N (N - 1) c c*` satisfies the D condition for every `N ≥ 2`. -/
theorem pairMatrix_dCondition {N : ℕ} (hN : 2 ≤ N) {p q : ι} (hpq : p ≠ q) :
    DCondition N (pairMatrix N p q) where
  posSemidef := by
    have h2 : (2 : ℝ) ≤ N := by exact_mod_cast hN
    have h1 : (0 : ℝ) ≤ (N : ℝ) * ((N : ℝ) - 1) := mul_nonneg (by linarith) (by linarith)
    have h : (0 : ℂ) ≤ (N : ℂ) * ((N : ℂ) - 1) := by
      have h3 := Complex.zero_le_real.mpr h1
      push_cast at h3
      exact h3
    exact (posSemidef_vecMulVec_self_star (geminal p q)).smul h
  antisymm_left := by
    intro i j y
    simp only [pairMatrix_apply, wedge]
    ring
  antisymm_right := by
    intro x k l
    simp only [pairMatrix_apply, wedge]
    ring
  trace_eq := by
    have ho : ∀ a : ι, ∑ i, orb a i * orb a i = 1 := by
      intro a
      simp [orb]
    simp only [Matrix.trace, Matrix.diag_apply, pairMatrix_apply, ← Finset.mul_sum,
      Fintype.sum_prod_type, wedge_contract hpq, Finset.sum_add_distrib, ho]
    ring
```

Dividing by $N-1$ gives the one-particle matrix. Its entry at `p`, `p` is $N/2$, and comparison with 1 settles the equivalence. The real part appears because matrix entries are complex.

```lean
/-- The contraction of `N (N - 1) c c*` is `N / 2` times the projector on `p` and `q`. -/
theorem contract_pairMatrix {N : ℕ} (hN : 2 ≤ N) {p q : ι} (hpq : p ≠ q) (i k : ι) :
    contract N (pairMatrix N p q) i k =
      (N : ℂ) / 2 * (orb p i * orb p k + orb q i * orb q k) := by
  have h : (N : ℂ) - 1 ≠ 0 :=
    sub_ne_zero.mpr (by exact_mod_cast (by omega : N ≠ 1))
  simp only [contract, pairMatrix_apply, ← Finset.mul_sum, wedge_contract hpq]
  rw [div_eq_iff h]
  ring

/-- For `N ≥ 2`, the occupation of `p` obtained from `N (N - 1) c c*` respects Pauli's bound
exactly when `N = 2`. -/
theorem pauli_iff_two {N : ℕ} (hN : 2 ≤ N) {p q : ι} (hpq : p ≠ q) :
    (contract N (pairMatrix N p q) p p).re ≤ 1 ↔ N = 2 := by
  have h : contract N (pairMatrix N p q) p p = (((N : ℝ) / 2 : ℝ) : ℂ) := by
    rw [contract_pairMatrix hN hpq]
    simp [orb, hpq]
  rw [h, Complex.ofReal_re]
  constructor
  · intro h1
    have h2 : (N : ℝ) ≤ 2 := by linarith
    have h3 : N ≤ 2 := by exact_mod_cast h2
    omega
  · intro h1
    rw [h1]
    norm_num
```

## Pauli's bound from antisymmetry

In the following lemma, `key` is the pointwise inequality, proved by deciding which of the three indices equal `i`. The equalities `h1`, `h2` and `h3` identify the three slot sums, and `linarith` finishes.

```lean
/-- In an antisymmetric three-particle amplitude, three times the weight with orbital `i` in
the first slot is at most the total weight. -/
theorem slot_weight_le (φ : ι → ι → ι → ℂ) (h12 : ∀ i j k, φ j i k = -φ i j k)
    (h23 : ∀ i j k, φ i k j = -φ i j k) (i : ι) :
    3 * ∑ j, ∑ k, ‖φ i j k‖ ^ 2 ≤ ∑ a, ∑ b, ∑ c, ‖φ a b c‖ ^ 2 := by
  have z1 : ∀ a c, φ a a c = 0 := fun a c => self_eq_neg.mp (h12 a a c)
  have z2 : ∀ a b, φ a b b = 0 := fun a b => self_eq_neg.mp (h23 a b b)
  have z3 : ∀ a b, φ a b a = 0 := fun a b => by rw [h23 a a b, z1, neg_zero]
  have s12 : ∀ a b c, ‖φ a b c‖ = ‖φ b a c‖ := fun a b c => by rw [h12 b a c, norm_neg]
  have s23 : ∀ a b c, ‖φ a b c‖ = ‖φ a c b‖ := fun a b c => by rw [h23 a c b, norm_neg]
  -- the orbital occupies at most one slot
  have key : ∀ a b c, (if a = i then ‖φ a b c‖ ^ 2 else 0)
      + (if b = i then ‖φ a b c‖ ^ 2 else 0)
      + (if c = i then ‖φ a b c‖ ^ 2 else 0) ≤ ‖φ a b c‖ ^ 2 := by
    intro a b c
    by_cases ha : a = i <;> by_cases hb : b = i <;> by_cases hc : c = i <;>
      simp [ha, hb, hc, z1, z2, z3]
  -- the three slots carry equal weight
  have h1 : ∑ a, ∑ b, ∑ c, (if a = i then ‖φ a b c‖ ^ 2 else 0)
      = ∑ j, ∑ k, ‖φ i j k‖ ^ 2 := by
    refine (Finset.sum_eq_single i ?_ ?_).trans ?_
    · intro a _ ha
      simp [ha]
    · exact fun h => absurd (Finset.mem_univ i) h
    · simp
  have h2 : ∑ a, ∑ b, ∑ c, (if b = i then ‖φ a b c‖ ^ 2 else 0)
      = ∑ j, ∑ k, ‖φ i j k‖ ^ 2 := by
    refine Finset.sum_congr rfl fun a _ => ?_
    refine (Finset.sum_eq_single i ?_ ?_).trans ?_
    · intro b _ hb
      simp [hb]
    · exact fun h => absurd (Finset.mem_univ i) h
    · exact Finset.sum_congr rfl fun c _ => by rw [if_pos rfl, s12 a i c]
  have h3 : ∑ a, ∑ b, ∑ c, (if c = i then ‖φ a b c‖ ^ 2 else 0)
      = ∑ j, ∑ k, ‖φ i j k‖ ^ 2 := by
    refine Finset.sum_congr rfl fun a _ => Finset.sum_congr rfl fun b _ => ?_
    simp only [Finset.sum_ite_eq', Finset.mem_univ, if_true]
    rw [s23 a b i, s12 a i b]
  have h := Finset.sum_le_sum fun a (_ : a ∈ (Finset.univ : Finset ι)) =>
    Finset.sum_le_sum fun b (_ : b ∈ (Finset.univ : Finset ι)) =>
      Finset.sum_le_sum fun c (_ : c ∈ (Finset.univ : Finset ι)) => key a b c
  simp only [Finset.sum_add_distrib] at h
  rw [h1, h2, h3] at h
  linarith
```

The proof turns on `self_eq_neg`, the equivalence between $x=-x$ and $x=0$. Setting the first two indices equal in the hypothesis `h12` gives `φ a a c = -φ a a c`, which has exactly the required form, and `.mp` extracts `φ a a c = 0`. This is where exchange antisymmetry becomes exclusion. The step needs $2x=0$ to force $x=0$, which is true in $\mathbb C$. With `z1`, `z2` and `z3` available, `simp` closes every case of `key` in which the orbital would fill two slots.

Applying the lemma to each member of the ensemble and summing gives the bound. It concerns diagonal occupations in the chosen basis.

```lean
/-- Pauli's bound: in every three-fermion ensemble each orbital has occupation at most one. -/
theorem pauli_bound {D : Matrix (ι × ι) (ι × ι) ℂ} (hD : IsThreeFermionRDM D) (i : ι) :
    (contract 3 D i i).re ≤ 1 := by
  obtain ⟨r, ψ, h12, h23, hnorm, hD⟩ := hD
  have h : contract 3 D i i = ((3 * ∑ s, ∑ j, ∑ m, ‖ψ s i j m‖ ^ 2 : ℝ) : ℂ) := by
    simp only [contract, hD, Complex.star_def, Complex.mul_conj, Complex.normSq_eq_norm_sq]
    rw [← Finset.mul_sum, Finset.sum_comm]
    push_cast
    ring
  rw [h, Complex.ofReal_re, ← hnorm, Finset.mul_sum]
  exact Finset.sum_le_sum fun s _ => slot_weight_le (ψ s) (h12 s) (h23 s) i
```

The main theorem joins the two halves. If `pairMatrix 3 p q` were representable, `pauli_bound` and `pauli_iff_two` would together give $3=2$.

```lean
/-- The D condition does not imply Pauli's bound: `6 c c*` satisfies it for `N = 3`, yet gives
orbital `p` the occupation `3/2` and belongs to no three-fermion ensemble. -/
theorem dCondition_insufficient {p q : ι} (hpq : p ≠ q) :
    DCondition 3 (pairMatrix 3 p q) ∧ contract 3 (pairMatrix 3 p q) p p = 3 / 2 ∧
      ¬ IsThreeFermionRDM (pairMatrix 3 p q) := by
  refine ⟨pairMatrix_dCondition (by norm_num) hpq, ?_, fun h => ?_⟩
  · rw [contract_pairMatrix (by norm_num) hpq]
    simp [orb, hpq]
  · have h3 := (pauli_iff_two (by norm_num) hpq).mp (pauli_bound h p)
    omega
```

The exclusion from the representable set is stated for $N=3$ only, whereas the occupation $N/2$ holds for all $N\ge2$. With just two orbitals no three-fermion state exists at all; in larger bases the Pauli argument does real work.

## A representable matrix in three orbitals

The definition of representability does have members. The product `alt` takes the values $\pm2$ on the six permutations of three labels and zero elsewhere, so its squares sum to 24. Division by $\sqrt{24}$ gives the Slater determinant with amplitudes $\pm1/\sqrt6$.

```lean
/-- The alternating product `(j - i) (k - j) (k - i)` of three orbital labels. -/
def alt (i j k : Fin 3) : ℤ :=
  (((j : ℕ) : ℤ) - ((i : ℕ) : ℤ)) * (((k : ℕ) : ℤ) - ((j : ℕ) : ℤ)) *
    (((k : ℕ) : ℤ) - ((i : ℕ) : ℤ))
```

Its two-particle matrix is $\delta_{ik}\delta_{jl}-\delta_{il}\delta_{jk}$. The finite sums over labels are evaluated by `decide +kernel`.

```lean
/-- In three orbitals, the matrix with entries `δ_ik δ_jl - δ_il δ_jk` is the two-particle
density matrix of a three-fermion ensemble. -/
theorem isThreeFermionRDM_witness :
    IsThreeFermionRDM (fun x y : Fin 3 × Fin 3 => wedge y.1 y.2 x) := by
  have hs : ((√24 : ℝ) : ℂ) * ((√24 : ℝ) : ℂ) = 24 := by
    rw [← Complex.ofReal_mul, Real.mul_self_sqrt (by norm_num)]
    norm_num
  refine ⟨1, fun _ i j k => (alt i j k : ℂ) / ((√24 : ℝ) : ℂ), ?_, ?_, ?_, ?_⟩
  · intro _ i j k
    have h : alt j i k = -alt i j k := by unfold alt; ring
    simp only [h, Int.cast_neg, neg_div]
  · intro _ i j k
    have h : alt i k j = -alt i j k := by unfold alt; ring
    simp only [h, Int.cast_neg, neg_div]
  · have h : ∀ i j k, ‖(alt i j k : ℂ) / ((√24 : ℝ) : ℂ)‖ ^ 2 = (alt i j k : ℝ) ^ 2 / 24 := by
      intro i j k
      rw [norm_div, div_pow, Complex.norm_intCast, sq_abs, Complex.norm_real,
        Real.norm_eq_abs, sq_abs, Real.sq_sqrt (by norm_num)]
    have e : ∑ i, ∑ j, ∑ k, alt i j k ^ 2 = 24 := by decide +kernel
    have e' : ∑ i, ∑ j, ∑ k, (alt i j k : ℝ) ^ 2 = 24 := by exact_mod_cast e
    simp only [h, Finset.univ_unique, Finset.sum_singleton, ← Finset.sum_div, e']
    norm_num
  · intro i j k l
    have e : ∀ i j k l : Fin 3, ∑ m, alt i j m * alt k l m =
        4 * ((if i = k then 1 else 0) * (if j = l then 1 else 0)
          - (if i = l then 1 else 0) * (if j = k then 1 else 0)) := by decide +kernel
    have e' : ∑ m, (alt i j m : ℂ) * (alt k l m : ℂ) = 4 * wedge k l (i, j) := by
      simp only [wedge, orb]
      exact_mod_cast e i j k l
    have t : ∀ m, (alt i j m : ℂ) / ((√24 : ℝ) : ℂ) *
        star ((alt k l m : ℂ) / ((√24 : ℝ) : ℂ)) = (alt i j m : ℂ) * (alt k l m : ℂ) / 24 := by
      intro m
      have hr : star ((√24 : ℝ) : ℂ) = ((√24 : ℝ) : ℂ) := Complex.conj_ofReal _
      rw [star_div₀, hr, star_intCast, div_mul_div_comm, hs]
    simp only [t, Finset.univ_unique, Finset.sum_singleton, ← Finset.sum_div, e']
    ring

end

end DConditionInsufficient
```

```lean
#print axioms DConditionInsufficient.dCondition_insufficient
-- 'DConditionInsufficient.dCondition_insufficient' depends on axioms: [propext, Classical.choice, Quot.sound]
```
